# A time-reversal-symmetric Rashba model whose two bands meet only where sin kx = sin ky = 0

Take a spin-1/2 electron on a square lattice with lattice constant 1, at $k=(\pi/2,0)$, with Hamiltonian $H(k)=e-a\sigma_y$, where $e$ and $a$ are real. Its energies are $e\pm|a|$, split by $2|a|$. Time reversal sends a spin operator $M$ to $\sigma_y\overline{M}\sigma_y$, and since $\overline{\sigma_y}=-\sigma_y$, it turns $H(k)$ into $e+a\sigma_y$. That is the Hamiltonian at $-k$ if $e$ is the same there and the spin term changes sign with $k$, as the Rashba term below does. The symmetry therefore relates two different momenta and leaves the splitting at each of them intact.

For general $k=(k_x,k_y)$, let

$$H(k)=e(k)+a(\sin k_y\,\sigma_x-\sin k_x\,\sigma_y).$$

Here $e(k)$ is the spin-independent band energy and $a$ the strength of the Rashba spin-orbit coupling, which broken inversion symmetry allows. If $e(-k)=e(k)$ and $a\neq0$, then $\sigma_y\overline{H(k)}\sigma_y=H(-k)$ for every $k$, while the two eigenvalues of $H(k)$ coincide exactly when $\sin k_x=\sin k_y=0$.

## Copying energies from k to −k

In this non-interacting two-band model with even $e$, a code can diagonalise at $k$ and reuse the energies at $-k$, with each spinor $v$ replaced by $\sigma_y\overline v$. Where the two bands are split, it must not fill each level at a fixed $k$ with two electrons, as it could for spin-degenerate bands.

## From matrix entries to the splitting

In the spin-up, spin-down basis,

$$H(k)=\begin{pmatrix}e(k)&a(\sin k_y+i\sin k_x)\\a(\sin k_y-i\sin k_x)&e(k)\end{pmatrix}.$$

Multiplying out the time reverse of a general matrix gives

$$\sigma_y\overline{\begin{pmatrix}p&q\\r&s\end{pmatrix}}\sigma_y=\begin{pmatrix}\bar s&-\bar r\\-\bar q&\bar p\end{pmatrix}.$$

Applied to $H(k)$, this keeps the diagonal $e(k)$ and reverses the sign of both off-diagonal entries. Replacing $k$ by $-k$ also reverses those signs, because sine is odd. The result is $H(-k)$ for all $k$ if and only if $e$ is even.

For the energies, set $\rho=|a|\sqrt{\sin^2k_x+\sin^2k_y}$. Then

$$\det(z-H(k))=(z-e(k))^2-\rho^2=(z-e(k)-\rho)(z-e(k)+\rho).$$

The bands are $e(k)\pm\rho$. They coincide when $\rho=0$, which for $a\neq0$ means that both sines vanish. Equivalently, $k_x=m\pi$ and $k_y=n\pi$ with integers $m,n$, so $k-(-k)=2\pi(m,n)$ is a reciprocal lattice vector.

Now let $H(k)v=Ev$ with $E$ real. Conjugating, multiplying by $\sigma_y$ and inserting $\sigma_y^2=1$ gives

$$(\sigma_y\overline{H(k)}\sigma_y)(\sigma_y\bar v)=E\,\sigma_y\bar v.$$

For even $e$ the first bracket is $H(-k)$, so the partner $\sigma_y\bar v$ has energy $E$ at $-k$. With components $v_0,v_1$, its overlap with $v$ is $-i\bar v_0\bar v_1+i\bar v_1\bar v_0=0$.

## The Lean file

```lean
import Mathlib

open Matrix

namespace RashbaTimeReversal

noncomputable section

/-- The Pauli matrix `σx`. -/
def sigmaX : Matrix (Fin 2) (Fin 2) ℂ := !![0, 1; 1, 0]

/-- The Pauli matrix `σy`. -/
def sigmaY : Matrix (Fin 2) (Fin 2) ℂ := !![0, -Complex.I; Complex.I, 0]

/-- The square-lattice Rashba Hamiltonian `e(k) + a (sin ky σx - sin kx σy)`. -/
def rashba (e : ℝ → ℝ → ℝ) (a kx ky : ℝ) : Matrix (Fin 2) (Fin 2) ℂ :=
  (e kx ky : ℂ) • (1 : Matrix (Fin 2) (Fin 2) ℂ) +
    (a : ℂ) • (((Real.sin ky : ℝ) : ℂ) • sigmaX - ((Real.sin kx : ℝ) : ℂ) • sigmaY)

/-- Time reversal of a spin-1/2 operator: `M ↦ σy conj(M) σy`. -/
def timeReverse (M : Matrix (Fin 2) (Fin 2) ℂ) : Matrix (Fin 2) (Fin 2) ℂ :=
  sigmaY * M.map (starRingEnd ℂ) * sigmaY

/-- The time-reversed spinor `σy conj(v)`. -/
def partner (v : Fin 2 → ℂ) : Fin 2 → ℂ := sigmaY *ᵥ star v

/-- The band energy `e(k) + s |a| sqrt(sin² kx + sin² ky)`; the upper band has `s = 1`,
the lower band `s = -1`. -/
def band (e : ℝ → ℝ → ℝ) (a s kx ky : ℝ) : ℝ :=
  e kx ky + s * (|a| * Real.sqrt (Real.sin kx ^ 2 + Real.sin ky ^ 2))

/-- The Rashba Hamiltonian written out in the basis of spin up and spin down. -/
theorem rashba_entries (e : ℝ → ℝ → ℝ) (a kx ky : ℝ) :
    rashba e a kx ky =
      !![(e kx ky : ℂ), a * (((Real.sin ky : ℝ) : ℂ) + ((Real.sin kx : ℝ) : ℂ) * Complex.I);
        a * (((Real.sin ky : ℝ) : ℂ) - ((Real.sin kx : ℝ) : ℂ) * Complex.I), (e kx ky : ℂ)] := by
  unfold rashba
  generalize Real.sin kx = x
  generalize Real.sin ky = y
  ext i j
  fin_cases i <;> fin_cases j <;> simp [sigmaX, sigmaY]

/-- Time reversal swaps the diagonal entries of a spin operator, and swaps the off-diagonal
ones with a change of sign, all complex conjugated. -/
theorem timeReverse_entries (p q r s : ℂ) :
    timeReverse !![p, q; r, s] =
      !![starRingEnd ℂ s, -starRingEnd ℂ r; -starRingEnd ℂ q, starRingEnd ℂ p] := by
  have hm : (!![p, q; r, s]).map (starRingEnd ℂ) =
      !![starRingEnd ℂ p, starRingEnd ℂ q; starRingEnd ℂ r, starRingEnd ℂ s] := by
    ext i j
    fin_cases i <;> fin_cases j <;> rfl
  unfold timeReverse sigmaY
  rw [hm, Matrix.mul_fin_two, Matrix.mul_fin_two]
  generalize starRingEnd ℂ p = P
  generalize starRingEnd ℂ q = Q
  generalize starRingEnd ℂ r = R
  generalize starRingEnd ℂ s = S
  -- the four entries, each by `I ^ 2 = -1`
  have h00 : (0 * P + -Complex.I * R) * 0 + (0 * Q + -Complex.I * S) * Complex.I = S := by
    linear_combination (-S) * Complex.I_sq
  have h01 : (0 * P + -Complex.I * R) * -Complex.I + (0 * Q + -Complex.I * S) * 0 = -R := by
    linear_combination R * Complex.I_sq
  have h10 : (Complex.I * P + 0 * R) * 0 + (Complex.I * Q + 0 * S) * Complex.I = -Q := by
    linear_combination Q * Complex.I_sq
  have h11 : (Complex.I * P + 0 * R) * -Complex.I + (Complex.I * Q + 0 * S) * 0 = P := by
    linear_combination (-P) * Complex.I_sq
  rw [h00, h01, h10, h11]

/-- Time reversal carries `H(k)` to `H(-k)` at every `k` exactly when the spin-independent
energy `e` is even. -/
theorem timeReverse_rashba_iff (e : ℝ → ℝ → ℝ) (a : ℝ) :
    (∀ kx ky, timeReverse (rashba e a kx ky) = rashba e a (-kx) (-ky)) ↔
      ∀ kx ky, e (-kx) (-ky) = e kx ky := by
  constructor
  · intro h kx ky
    -- compare the spin-up diagonal entries
    have h00 := congrFun (congrFun (h kx ky) 0) 0
    rw [rashba_entries e a kx ky, rashba_entries e a (-kx) (-ky), timeReverse_entries] at h00
    simpa using h00.symm
  · intro h kx ky
    rw [rashba_entries e a kx ky, rashba_entries e a (-kx) (-ky), timeReverse_entries, h,
      Real.sin_neg, Real.sin_neg]
    generalize Real.sin kx = x
    generalize Real.sin ky = y
    ext i j
    fin_cases i <;> fin_cases j <;> simp <;> ring

/-- The characteristic determinant of `H(k)` factorises into the upper and the lower band. -/
theorem det_rashba (e : ℝ → ℝ → ℝ) (a kx ky : ℝ) (z : ℂ) :
    (z • (1 : Matrix (Fin 2) (Fin 2) ℂ) - rashba e a kx ky).det =
      (z - (band e a 1 kx ky : ℂ)) * (z - (band e a (-1) kx ky : ℂ)) := by
  -- the square of half the splitting
  have hr : (|a| * Real.sqrt (Real.sin kx ^ 2 + Real.sin ky ^ 2)) ^ 2 =
      a ^ 2 * (Real.sin kx ^ 2 + Real.sin ky ^ 2) := by
    rw [mul_pow, sq_abs, Real.sq_sqrt (by positivity)]
  rw [rashba_entries, Matrix.det_fin_two]
  unfold band
  generalize |a| * Real.sqrt (Real.sin kx ^ 2 + Real.sin ky ^ 2) = r at hr ⊢
  generalize Real.sin kx = x at hr ⊢
  generalize Real.sin ky = y at hr ⊢
  have hc : (r : ℂ) ^ 2 = (a : ℂ) ^ 2 * ((x : ℂ) ^ 2 + (y : ℂ) ^ 2) := by exact_mod_cast hr
  simp
  linear_combination hc + (a : ℂ) ^ 2 * (x : ℂ) ^ 2 * Complex.I_sq

/-- With non-zero Rashba coupling the two bands coincide at `k` exactly when
`sin kx = sin ky = 0`. -/
theorem bands_coincide_iff (e : ℝ → ℝ → ℝ) {a : ℝ} (ha : a ≠ 0) (kx ky : ℝ) :
    band e a 1 kx ky = band e a (-1) kx ky ↔ Real.sin kx = 0 ∧ Real.sin ky = 0 := by
  constructor
  · intro h
    unfold band at h
    have h0 : |a| * Real.sqrt (Real.sin kx ^ 2 + Real.sin ky ^ 2) = 0 := by linarith
    have h1 := (mul_eq_zero.mp h0).resolve_left (abs_ne_zero.mpr ha)
    have h2 := (Real.sqrt_eq_zero (by positivity)).mp h1
    -- a sum of two squares vanishes only if both do
    constructor
    · exact pow_eq_zero_iff (two_ne_zero) |>.mp
        (by linarith [sq_nonneg (Real.sin kx), sq_nonneg (Real.sin ky)])
    · exact pow_eq_zero_iff (two_ne_zero) |>.mp
        (by linarith [sq_nonneg (Real.sin kx), sq_nonneg (Real.sin ky)])
  · rintro ⟨hx, hy⟩
    simp [band, hx, hy]

/-- For even `e` and non-zero `a`, time reversal carries `H(k)` to `H(-k)` at every `k`, while
the two bands coincide only where `sin kx = sin ky = 0`. -/
theorem time_reversal_without_degeneracy (e : ℝ → ℝ → ℝ) {a : ℝ} (ha : a ≠ 0)
    (he : ∀ kx ky, e (-kx) (-ky) = e kx ky) :
    (∀ kx ky, timeReverse (rashba e a kx ky) = rashba e a (-kx) (-ky)) ∧
      ∀ kx ky, band e a 1 kx ky = band e a (-1) kx ky ↔
        Real.sin kx = 0 ∧ Real.sin ky = 0 :=
  ⟨(timeReverse_rashba_iff e a).mpr he, bands_coincide_iff e ha⟩

/-- With non-zero Rashba coupling the bands coincide exactly at the momenta for which `k` and `-k`
differ by a reciprocal lattice vector `2π (m, n)`. -/
theorem bands_coincide_iff_invariant_momentum (e : ℝ → ℝ → ℝ) {a : ℝ} (ha : a ≠ 0)
    (kx ky : ℝ) :
    band e a 1 kx ky = band e a (-1) kx ky ↔
      ∃ m n : ℤ, kx - (-kx) = 2 * Real.pi * m ∧ ky - (-ky) = 2 * Real.pi * n := by
  rw [bands_coincide_iff e ha, Real.sin_eq_zero_iff, Real.sin_eq_zero_iff]
  constructor
  · rintro ⟨⟨m, hm⟩, ⟨n, hn⟩⟩
    exact ⟨m, n, by linarith, by linarith⟩
  · rintro ⟨m, n, hm, hn⟩
    exact ⟨⟨m, by linarith⟩, ⟨n, by linarith⟩⟩

/-- For even `e`, the time reverse of an eigenvector of `H(k)` is orthogonal to it and
satisfies the eigenvalue equation of `H(-k)` with the same energy. -/
theorem partner_at_opposite_momentum (e : ℝ → ℝ → ℝ) (a : ℝ)
    (he : ∀ kx ky, e (-kx) (-ky) = e kx ky) (kx ky E : ℝ) (v : Fin 2 → ℂ)
    (hv : rashba e a kx ky *ᵥ v = (E : ℂ) • v) :
    rashba e a (-kx) (-ky) *ᵥ partner v = (E : ℂ) • partner v ∧
      star v ⬝ᵥ partner v = 0 := by
  constructor
  · have hs : sigmaY * sigmaY = 1 := by
      ext i j
      fin_cases i <;> fin_cases j <;> simp [sigmaY, Matrix.mul_apply, Fin.sum_univ_succ]
    -- complex conjugate of the eigenvalue equation
    have hc : (rashba e a kx ky).map (starRingEnd ℂ) *ᵥ star v = (E : ℂ) • star v := by
      ext i
      have h := congrArg (starRingEnd ℂ) (congrFun hv i)
      simpa [Matrix.mulVec, dotProduct, map_sum] using h
    rw [← (timeReverse_rashba_iff e a).mpr he kx ky]
    unfold timeReverse partner
    rw [Matrix.mulVec_mulVec, Matrix.mul_assoc, hs, Matrix.mul_one,
      ← Matrix.mulVec_mulVec, hc, Matrix.mulVec_smul]
  · simp [partner, sigmaY, Matrix.mulVec, dotProduct, Fin.sum_univ_succ]
    ring

/-- At `k = (π/2, 0)` the two bands are split by `2|a|`. -/
theorem splitting_at_half_pi (e : ℝ → ℝ → ℝ) (a : ℝ) :
    band e a 1 (Real.pi / 2) 0 - band e a (-1) (Real.pi / 2) 0 = 2 * |a| := by
  unfold band
  rw [Real.sin_pi_div_two, Real.sin_zero,
    show (1 : ℝ) ^ 2 + 0 ^ 2 = 1 by norm_num, Real.sqrt_one]
  ring

end

end RashbaTimeReversal
```

```lean
#print axioms RashbaTimeReversal.time_reversal_without_degeneracy
#print axioms RashbaTimeReversal.bands_coincide_iff_invariant_momentum
#print axioms RashbaTimeReversal.partner_at_opposite_momentum
#print axioms RashbaTimeReversal.splitting_at_half_pi
```

```
'RashbaTimeReversal.time_reversal_without_degeneracy' depends on axioms: [propext, Classical.choice, Quot.sound]
'RashbaTimeReversal.bands_coincide_iff_invariant_momentum' depends on axioms: [propext, Classical.choice, Quot.sound]
'RashbaTimeReversal.partner_at_opposite_momentum' depends on axioms: [propext, Classical.choice, Quot.sound]
'RashbaTimeReversal.splitting_at_half_pi' depends on axioms: [propext, Classical.choice, Quot.sound]
```

## How the statements map to the model, and their limits

`rashba e a kx ky` is $H(k)$, with real momenta and lattice constant 1. `timeReverse` acts on the matrix at one momentum; the change to $-k$ appears in the theorem. `partner` is $\sigma_y\bar v$, without the conventional phase factor $i$. `band` with `s = 1` or `s = -1` is defined by the formula for the upper or lower energy, and `det_rashba` ties it to the matrix for every complex $z$, so these are the eigenvalues with multiplicity.

The main theorem, `time_reversal_without_degeneracy`, combines two results. `timeReverse_rashba_iff` compares entries, and its forward direction needs only the spin-up diagonal one. `bands_coincide_iff` cancels $|a|$ and uses that a sum of two squares vanishes only if both do. In `det_rashba`, the product of $|a|$ and the square root is replaced by a variable whose square is known, and `linear_combination` finishes the algebra with $i^2=-1$. In `partner_at_opposite_momentum`, `hc` is the conjugated eigenvalue equation and `hs` is $\sigma_y^2=1$. `splitting_at_half_pi` is the opening example.

The partner theorem also admits $v=0$; for a physical state, take $v$ non-zero. Evenness of $e$ is assumed, but periodicity is not, so a lattice calculation must supply a periodic $e$. The theorems concern this one Hamiltonian: further orbitals, other spin-orbit terms, magnetic fields and interactions are not covered.
